# Projectors onto sign characters of a finite orthogonal symmetry group are symmetric, mutually annihilating idempotents that commute with an invariant Hessian

Before I diagonalise the Hessian of a symmetric molecule, I combine the displacements into symmetry-adapted coordinates and treat each symmetry type as a separate block. For types in which every operation acts as $+1$ or $-1$, I build the combinations by averaging the operations with those signs. I then rely on the averages being orthogonal projectors, on different sign patterns giving independent subspaces, and on the Hessian not coupling them.

I would like to see this argued rigorously for an arbitrary finite group, with a machine-checked proof. Does it also follow that a nondegenerate normal mode must have one of these sign patterns?

## Relabelling the group sum gives the projectors and the block structure

Yes, on both counts. Let $G$ be a finite group with $|G|$ elements, acting on $\mathbb R^n$ by matrices $R_g$ with $R_{gh}=R_gR_h$ and $R_g^TR_g=1$. Let $H$ be a real matrix with $R_gH=HR_g$ for every $g$. A sign character is a homomorphism $c:G\to\{1,-1\}$, and its average is
$$P_c=\frac1{|G|}\sum_g c(g)R_g .$$

**Action of an operation.** Since $c(h)^2=1$, we have $c(g)=c(h)c(hg)$. Therefore
$$R_hP_c=\frac1{|G|}\sum_g c(g)R_{hg}=c(h)\,\frac1{|G|}\sum_g c(hg)R_{hg}=c(h)P_c,$$
because $hg$ runs through the group once as $g$ does.

**Products.** Expanding the first factor and applying this rule to the second gives
$$P_cP_d=\frac1{|G|}\sum_g c(g)R_gP_d=s\,P_d,\qquad s=\frac1{|G|}\sum_g c(g)d(g).$$
For $c=d$ every term of the sum is $1$, so $s=1$ and $P_c^2=P_c$.

For $c\ne d$, choose $h$ with $c(h)\ne d(h)$. The action rule for $P_c$ gives $R_hP_cP_d=c(h)P_cP_d$. Writing the product as $sP_d$ gives instead $R_hP_cP_d=s\,d(h)P_d=d(h)P_cP_d$. Subtracting, $(c(h)-d(h))P_cP_d=0$ with a nonzero prefactor, so $P_cP_d=0$.

**Symmetry and commutation.** Orthogonality gives $R_g^T=R_g^TR_gR_{g^{-1}}=R_{g^{-1}}$. As $c(g^{-1})=c(g)$, transposing $P_c$ only relabels the sum by inverses, so $P_c^T=P_c$. Each term of $P_c$ commutes with $H$, hence so does $P_c$.

**No coupling.** For displacements $x,y$ and $c\ne d$,
$$(P_cx)^TH(P_dy)=x^TP_cHP_dy=x^THP_cP_dy=0.$$

**Recognising a symmetry type.** If $P_cx=x$, then $R_gx=R_gP_cx=c(g)P_cx=c(g)x$. Conversely, if $R_gx=c(g)x$ for all $g$, every term $c(g)R_gx$ of the average equals $x$, so $P_cx=x$.

**Nondegenerate modes.** Let $Hv=\mu v$ with $v\ne0$, and let every solution of $Hw=\mu w$ be a multiple of $v$. Then $HR_gv=R_gHv=\mu R_gv$, so $R_gv=a_gv$ for some real $a_g$. Preservation of length gives $a_g^2\,v\cdot v=v\cdot v$, hence $a_g=\pm1$. From $R_{gh}v=R_gR_hv$ we get $a_{gh}=a_ga_h$, so $g\mapsto a_g$ is a sign character, and $P_av=v$. Any other character fixing $v$ would have to give the same signs, because $v\ne0$.

## The molecular symmetry and Hessian as Lean objects

The finite type `n` labels the coordinates, for instance the Cartesian displacements of all atoms. The homomorphism `R : G →* Matrix n n ℝ` is the action of the symmetry operations on them, and `IsOrthogonalAction R` says that each operation preserves lengths. A character has type `G →* ℤˣ`, where `ℤˣ` is the group of invertible integers, $\{1,-1\}$; `sgn c g` is its value as a real number. The matrix $P_c$ is `symProj R c`.

The hypothesis `hH` states that $H$ commutes with every operation. Physically, it stands for the second derivatives of an energy that is invariant under the group, taken at a geometry that the group leaves in place. That origin is assumed here, not derived. For normal modes, the coordinates are mass-weighted displacements and $H$ is the Hessian in those coordinates; it still commutes with the operations if they interchange only atoms of equal mass. In HDO, for example, the operations that exchange H and D leave the Born–Oppenheimer energy invariant but must be left out of the group. The symmetry of $H$ itself is not needed, so the theorems also hold for nonsymmetric real matrices.

- `symmetry_projectors` states that every $P_c$ is symmetric, idempotent and commutes with $H$, and that $P_cP_d=0$ for $c\ne d$.
- `no_coupling` states that the bilinear form of $H$ vanishes between displacements projected onto distinct characters.
- `symProj_mulVec_eq_self_iff` identifies the vectors fixed by $P_c$ as those that every operation multiplies by $c(g)$.
- `nondegenerate_mode` states that exactly one sign character has a projector fixing a given nondegenerate eigenvector. The hypothesis `hdeg` expresses nondegeneracy: the eigenspace is spanned by $v$.
- `exchange_witness` treats two equivalent coordinates with $H=\begin{pmatrix}a&b\\b&a\end{pmatrix}$. It checks that the action is orthogonal and commutes with $H$, and gives both projectors explicitly, onto the normalised in-phase and out-of-phase vectors $(1,1)/\sqrt2$ and $(1,-1)/\sqrt2$.

Some $P_c$ may be zero, and the sign characters need not exhaust the space. In a group such as $C_{3v}$, displacements of the two-dimensional type $E$ are annihilated by every $P_c$ and need other projectors. For a harmonic vibrational analysis with a finite symmetry group, the result therefore justifies separating the sign-character blocks, and it assigns a symmetry label to each nondegenerate mode, including a nondegenerate unstable mode at a saddle point.

```lean
import Mathlib

open scoped Matrix

namespace SymmetryAdaptedCoordinates

noncomputable section

variable {G n : Type*} [Group G] [Fintype n] [DecidableEq n]

/-- The value `1` or `-1` of a sign character on a symmetry operation, as a real number. -/
def sgn (c : G →* ℤˣ) (g : G) : ℝ := ((c g : ℤ) : ℝ)

/-- Every symmetry operation acts on the coordinates by an orthogonal matrix. -/
def IsOrthogonalAction (R : G →* Matrix n n ℝ) : Prop := ∀ g, (R g)ᵀ * R g = 1

/-- The symmetry projector of a sign character `c`: the group average of `c(g) R_g`. -/
def symProj [Fintype G] (R : G →* Matrix n n ℝ) (c : G →* ℤˣ) : Matrix n n ℝ :=
  (Fintype.card G : ℝ)⁻¹ • ∑ g, sgn c g • R g

/-- The square of a character sign is one. -/
theorem sgn_mul_self (c : G →* ℤˣ) (g : G) : sgn c g * sgn c g = 1 := by
  rcases Int.units_eq_one_or (c g) with h | h <;> simp [sgn, h]

variable [Fintype G]

/-- A symmetry operation multiplies the projector of `c` by the sign `c(h)`. -/
theorem action_mul_symProj (R : G →* Matrix n n ℝ) (c : G →* ℤˣ) (h : G) :
    R h * symProj R c = sgn c h • symProj R c := by
  unfold symProj
  rw [Matrix.mul_smul, Finset.mul_sum, smul_comm (sgn c h)]
  congr 1
  rw [Finset.smul_sum]
  -- relabel the group sum by g ↦ h g
  refine Fintype.sum_equiv (Equiv.mulLeft h) _ _ fun g => ?_
  change R h * (sgn c g • R g) = sgn c h • sgn c (h * g) • R (h * g)
  have hs : sgn c (h * g) = sgn c h * sgn c g := by simp [sgn]
  rw [hs, map_mul, Matrix.mul_smul, smul_smul, ← mul_assoc, sgn_mul_self, one_mul]

/-- The product of two symmetry projectors is the second one times the group average of
the product of the two characters. -/
theorem symProj_mul_symProj (R : G →* Matrix n n ℝ) (c d : G →* ℤˣ) :
    symProj R c * symProj R d =
      ((Fintype.card G : ℝ)⁻¹ * ∑ g, sgn c g * sgn d g) • symProj R d := by
  have h : symProj R c * symProj R d =
      ((Fintype.card G : ℝ)⁻¹ • ∑ g, sgn c g • R g) * symProj R d := rfl
  rw [h, Matrix.smul_mul, Finset.sum_mul, ← smul_smul, Finset.sum_smul]
  congr 1
  refine Finset.sum_congr rfl fun g _ => ?_
  rw [Matrix.smul_mul, action_mul_symProj, smul_smul]

/-- For an orthogonal action the symmetry projectors are symmetric matrices. -/
theorem symProj_transpose {R : G →* Matrix n n ℝ} (hR : IsOrthogonalAction R)
    (c : G →* ℤˣ) : (symProj R c)ᵀ = symProj R c := by
  -- the transpose of an operation is the inverse operation
  have key : ∀ g, (R g)ᵀ = R g⁻¹ := fun g => by
    calc (R g)ᵀ = (R g)ᵀ * (R g * R g⁻¹) := by
          rw [← map_mul, mul_inv_cancel, map_one, mul_one]
      _ = R g⁻¹ := by rw [← mul_assoc, hR g, one_mul]
  unfold symProj
  rw [Matrix.transpose_smul, Matrix.transpose_sum]
  congr 1
  refine Fintype.sum_equiv (Equiv.inv G) _ _ fun g => ?_
  change (sgn c g • R g)ᵀ = sgn c g⁻¹ • R g⁻¹
  have hs : sgn c g⁻¹ = sgn c g := by
    simp only [sgn, map_inv, Int.units_inv_eq_self]
  rw [Matrix.transpose_smul, key g, hs]

/-- For an orthogonal action, the symmetry projectors are symmetric idempotents that commute with
every force-constant matrix invariant under the group, and projectors of distinct sign characters
annihilate each other. -/
theorem symmetry_projectors {R : G →* Matrix n n ℝ} (hR : IsOrthogonalAction R)
    {H : Matrix n n ℝ} (hH : ∀ g, R g * H = H * R g) :
    (∀ c, (symProj R c)ᵀ = symProj R c ∧ symProj R c * symProj R c = symProj R c ∧
      symProj R c * H = H * symProj R c) ∧
    ∀ c d, c ≠ d → symProj R c * symProj R d = 0 := by
  refine ⟨fun c => ⟨symProj_transpose hR c, ?_, ?_⟩, fun c d hcd => ?_⟩
  · have hcard : (Fintype.card G : ℝ) ≠ 0 := Nat.cast_ne_zero.mpr Fintype.card_ne_zero
    rw [symProj_mul_symProj]
    simp only [sgn_mul_self, Finset.sum_const, Finset.card_univ, nsmul_eq_mul, mul_one]
    rw [inv_mul_cancel₀ hcard, one_smul]
  · unfold symProj
    rw [Matrix.smul_mul, Matrix.mul_smul, Finset.sum_mul, Finset.mul_sum]
    congr 1
    refine Finset.sum_congr rfl fun g _ => ?_
    rw [Matrix.smul_mul, Matrix.mul_smul, hH]
  · -- an operation on which the characters differ multiplies the product by both signs
    obtain ⟨h, hh⟩ := DFunLike.ne_iff.mp hcd
    have hs : sgn c h ≠ sgn d h := fun e =>
      hh (Units.ext (Int.cast_injective (α := ℝ) e))
    have e1 : R h * (symProj R c * symProj R d) =
        sgn c h • (symProj R c * symProj R d) := by
      rw [← mul_assoc, action_mul_symProj, Matrix.smul_mul]
    have e2 : R h * (symProj R c * symProj R d) =
        sgn d h • (symProj R c * symProj R d) := by
      rw [symProj_mul_symProj, Matrix.mul_smul, action_mul_symProj, smul_comm]
    have e3 : (sgn c h - sgn d h) • (symProj R c * symProj R d) = 0 := by
      rw [sub_smul, ← e1, ← e2, sub_self]
    exact (smul_eq_zero.mp e3).resolve_left (sub_ne_zero.mpr hs)

/-- For an orthogonal action, an invariant force-constant matrix has no coupling between
displacements projected onto distinct sign characters. -/
theorem no_coupling {R : G →* Matrix n n ℝ} (hR : IsOrthogonalAction R)
    {H : Matrix n n ℝ} (hH : ∀ g, R g * H = H * R g) {c d : G →* ℤˣ} (hcd : c ≠ d)
    (x y : n → ℝ) :
    (symProj R c *ᵥ x) ⬝ᵥ (H *ᵥ (symProj R d *ᵥ y)) = 0 := by
  obtain ⟨h1, h2⟩ := symmetry_projectors hR hH
  have key : symProj R c * H * symProj R d = 0 := by
    rw [(h1 c).2.2, mul_assoc, h2 c d hcd, mul_zero]
  rw [← Matrix.vecMul_transpose (symProj R c) x, (h1 c).1, ← Matrix.dotProduct_mulVec]
  simp only [Matrix.mulVec_mulVec, ← Matrix.mul_assoc, key, Matrix.zero_mulVec,
    dotProduct_zero]

/-- A displacement is left unchanged by the projector of `c` exactly when every symmetry
operation multiplies it by the sign `c(g)`. -/
theorem symProj_mulVec_eq_self_iff (R : G →* Matrix n n ℝ) (c : G →* ℤˣ) (x : n → ℝ) :
    symProj R c *ᵥ x = x ↔ ∀ g, R g *ᵥ x = sgn c g • x := by
  constructor
  · intro h g
    calc R g *ᵥ x = R g *ᵥ (symProj R c *ᵥ x) := by rw [h]
      _ = sgn c g • (symProj R c *ᵥ x) := by
          rw [Matrix.mulVec_mulVec, action_mul_symProj, Matrix.smul_mulVec]
      _ = sgn c g • x := by rw [h]
  · intro h
    have hcard : (Fintype.card G : ℝ) ≠ 0 := Nat.cast_ne_zero.mpr Fintype.card_ne_zero
    let φ : Matrix n n ℝ →+ (n → ℝ) :=
      { toFun := fun A => A *ᵥ x
        map_zero' := Matrix.zero_mulVec x
        map_add' := fun A B => Matrix.add_mulVec A B x }
    have hsum : (∑ g, sgn c g • R g) *ᵥ x = ∑ g, (sgn c g • R g) *ᵥ x :=
      map_sum φ _ _
    -- every term of the average returns x itself
    have hterm : ∀ g, (sgn c g • R g) *ᵥ x = x := fun g => by
      rw [Matrix.smul_mulVec, h g, smul_smul, sgn_mul_self, one_smul]
    unfold symProj
    rw [Matrix.smul_mulVec, hsum, Finset.sum_congr rfl fun g _ => hterm g,
      Finset.sum_const, Finset.card_univ, ← Nat.cast_smul_eq_nsmul ℝ, smul_smul,
      inv_mul_cancel₀ hcard, one_smul]

/-- An eigenvector of an invariant force-constant matrix whose eigenvalue is nondegenerate
is left unchanged by the projector of exactly one sign character. -/
theorem nondegenerate_mode {R : G →* Matrix n n ℝ} (hR : IsOrthogonalAction R)
    {H : Matrix n n ℝ} (hH : ∀ g, R g * H = H * R g) {v : n → ℝ} {μ : ℝ} (hv : v ≠ 0)
    (hμ : H *ᵥ v = μ • v) (hdeg : ∀ w, H *ᵥ w = μ • w → ∃ a : ℝ, w = a • v) :
    ∃! c : G →* ℤˣ, symProj R c *ᵥ v = v := by
  have hvv : v ⬝ᵥ v ≠ 0 := fun h => hv (dotProduct_self_eq_zero.mp h)
  -- each operation maps v to a multiple of v, and lengths are preserved
  have key : ∀ g, ∃ u : ℤˣ, R g *ᵥ v = ((u : ℤ) : ℝ) • v := by
    intro g
    obtain ⟨a, ha⟩ := hdeg (R g *ᵥ v) (by
      rw [Matrix.mulVec_mulVec, ← hH, ← Matrix.mulVec_mulVec, hμ, Matrix.mulVec_smul])
    have hn : (R g *ᵥ v) ⬝ᵥ (R g *ᵥ v) = v ⬝ᵥ v := by
      rw [Matrix.dotProduct_mulVec, ← Matrix.mulVec_transpose, Matrix.mulVec_mulVec,
        hR g, Matrix.one_mulVec]
    rw [ha, smul_dotProduct, dotProduct_smul, smul_eq_mul, smul_eq_mul] at hn
    have haa : a * a = 1 := mul_right_cancel₀ hvv (by linear_combination hn)
    rcases mul_self_eq_one_iff.mp haa with h | h
    · exact ⟨1, by simpa [h] using ha⟩
    · exact ⟨-1, by simpa [h] using ha⟩
  choose u hu using key
  have inj : ∀ p q : ℤˣ, ((p : ℤ) : ℝ) • v = ((q : ℤ) : ℝ) • v → p = q := fun p q h =>
    Units.ext (Int.cast_injective (α := ℝ) (smul_left_injective ℝ hv h))
  -- the signs multiply like the operations, so they form a character
  have hmul : ∀ g h, u (g * h) = u g * u h := fun g h => inj _ _ (by
    rw [← hu (g * h), map_mul, ← Matrix.mulVec_mulVec, hu h, Matrix.mulVec_smul, hu g,
      smul_smul, Units.val_mul, Int.cast_mul, mul_comm])
  refine ⟨MonoidHom.mk' u hmul, (symProj_mulVec_eq_self_iff R _ v).mpr hu, fun d hd => ?_⟩
  exact MonoidHom.ext fun g =>
    inj _ _ (((symProj_mulVec_eq_self_iff R d v).mp hd g).symm.trans (hu g))

/-- The two-element group acting on two equivalent coordinates: `-1` exchanges them. -/
def exchange : ℤˣ →* Matrix (Fin 2) (Fin 2) ℝ where
  toFun u := !![(1 + ((u : ℤ) : ℝ)) / 2, (1 - ((u : ℤ) : ℝ)) / 2;
                (1 - ((u : ℤ) : ℝ)) / 2, (1 + ((u : ℤ) : ℝ)) / 2]
  map_one' := by
    ext i j
    fin_cases i <;> fin_cases j <;> norm_num
  map_mul' u w := by
    rcases Int.units_eq_one_or u with rfl | rfl <;>
      rcases Int.units_eq_one_or w with rfl | rfl <;>
      ext i j <;> fin_cases i <;> fin_cases j <;>
      norm_num [Matrix.mul_apply, Fin.sum_univ_two]

/-- The exchange of two coordinates is an orthogonal action commuting with the
force-constant matrix of two equal coupled oscillators, and its two projectors are those
onto the in-phase and out-of-phase combinations. -/
theorem exchange_witness (a b : ℝ) :
    IsOrthogonalAction exchange ∧
    (∀ g, exchange g * !![a, b; b, a] = !![a, b; b, a] * exchange g) ∧
    symProj exchange 1 = !![1 / 2, 1 / 2; 1 / 2, 1 / 2] ∧
    symProj exchange (MonoidHom.id ℤˣ) = !![1 / 2, -1 / 2; -1 / 2, 1 / 2] := by
  have hs : ∀ f : ℤˣ → Matrix (Fin 2) (Fin 2) ℝ, ∑ u, f u = f 1 + f (-1) := fun f => by
    rw [UnitsInt.univ, Finset.sum_pair (by decide)]
  refine ⟨fun g => ?_, fun g => ?_, ?_, ?_⟩
  · rcases Int.units_eq_one_or g with rfl | rfl <;> ext i j <;>
      fin_cases i <;> fin_cases j <;>
      norm_num [exchange, Matrix.mul_apply, Fin.sum_univ_two]
  · rcases Int.units_eq_one_or g with rfl | rfl <;> ext i j <;>
      fin_cases i <;> fin_cases j <;>
      norm_num [exchange, Matrix.mul_apply, Fin.sum_univ_two]
  · simp only [symProj, hs, Fintype.card_units_int]
    ext i j
    fin_cases i <;> fin_cases j <;> norm_num [sgn, exchange]
  · simp only [symProj, hs, Fintype.card_units_int]
    ext i j
    fin_cases i <;> fin_cases j <;> norm_num [sgn, exchange]

end

end SymmetryAdaptedCoordinates
```

```lean
#print axioms SymmetryAdaptedCoordinates.symmetry_projectors
#print axioms SymmetryAdaptedCoordinates.no_coupling
#print axioms SymmetryAdaptedCoordinates.nondegenerate_mode
```

```
'SymmetryAdaptedCoordinates.symmetry_projectors' depends on axioms: [propext, Classical.choice, Quot.sound]
'SymmetryAdaptedCoordinates.no_coupling' depends on axioms: [propext, Classical.choice, Quot.sound]
'SymmetryAdaptedCoordinates.nondegenerate_mode' depends on axioms: [propext, Classical.choice, Quot.sound]
```

## How the Lean proofs follow the argument

`sgn_mul_self` proves $c(g)^2=1$ by checking the two possible values. `action_mul_symProj` is the relabelling step: `Fintype.sum_equiv (Equiv.mulLeft h)` replaces $g$ by $hg$, and `hs` splits $c(hg)$ into $c(h)c(g)$, so that the two factors $c(h)$ cancel. `symProj_mul_symProj` expands the first projector and applies that lemma to each term, which produces the character overlap $s$. Neither lemma uses orthogonality.

Orthogonality enters in `symProj_transpose`. Its local statement `key` is $R_g^T=R_{g^{-1}}$, and the sum is then relabelled with `Equiv.inv G`.

In `symmetry_projectors`, idempotency comes from the product formula with all terms of the overlap equal to one. Commutation with $H$ is proved term by term. For distinct characters, `DFunLike.ne_iff` supplies an operation $h$ on which they differ. The equations `e1` and `e2` are the two evaluations of $R_hP_cP_d$, and `e3` is their difference. Since the scalar $c(h)-d(h)$ is nonzero, the matrix must vanish.

`no_coupling` first proves $P_cHP_d=0$ from commutation and annihilation, then uses the symmetry of $P_c$ to move it from the left-hand displacement onto the matrix product.

In `symProj_mulVec_eq_self_iff`, the forward direction is the chain of equalities given above. For the converse, the additive map `φ` carries the application to $x$ through the group sum, and `hterm` shows that each term returns $x$.

`nondegenerate_mode` obtains the factor $a$ from `hdeg`. The equation `hn` is the preservation of length, from which `haa` extracts $a^2=1$. The `choose` step collects the resulting signs into a function `u` on the group. Because $v\ne0$, equal multiples of $v$ have equal signs; this is `inj`, and it yields both the multiplication rule `hmul` and the uniqueness of the character. `MonoidHom.mk'` then turns `u` into the required homomorphism.

For the two-coordinate example, `exchange` sends $1$ to the identity and $-1$ to the swap. The proof of `exchange_witness` writes the group sum as two terms and compares the matrices entry by entry.
